# Normalised even-tempered s-type Gaussians on one centre with exponent ratio at least 16 have overlap eigenvalues between 1/6 and 11/6

Take two normalised s-type Gaussians on one centre, the second with 16 times the exponent of the first. Their overlap is

s = (2·4/17)^(3/2) ≈ 0.323.

The overlap matrix has 1 on the diagonal and s off it, so its eigenvalues are 1 − s ≈ 0.677, with eigenvector (1, −1)/√2, and 1 + s ≈ 1.323, with (1, 1)/√2. They lie as far from 1 as the off-diagonal entry allows.

In a larger basis, an eigenvalue near zero signals near linear dependence: some normalised coefficient vector gives an orbital of almost no norm, and symmetric orthogonalisation, which uses the inverse square root of the overlap matrix, divides by the square root of that eigenvalue. For exponents a bⁱ with a > 0, b ≥ 16 and i = 0, …, n−1, the off-diagonal entries of each row sum to at most 5/6, whatever n is, and this keeps the eigenvalues away from zero.

## Functions and overlaps

```lean
import Mathlib

open Real MeasureTheory Matrix

namespace EvenTemperedGaussians

noncomputable section

/-- Three-dimensional Euclidean space. -/
abbrev Space := EuclideanSpace ℝ (Fin 3)
```

`Space` is ordinary three-dimensional space.

```lean
/-- The normalised s-type Gaussian with exponent `α > 0`, centred at the origin. -/
def gaussian (α : ℝ) (r : Space) : ℝ :=
  (2 * α / π) ^ (3 / 4 : ℝ) * Real.exp (-α * ‖r‖ ^ 2)
```

This is g_α(r) = (2α/π)^(3/4) exp(−α|r|²).

```lean
/-- The overlap integral of two concentric Gaussians with exponents `α` and `β`. -/
def overlap (α β : ℝ) : ℝ := ∫ r : Space, gaussian α r * gaussian β r
```

The overlap is the actual integral ∫ g_α g_β d³r. Here β is a second exponent; the even-tempered ratio, often called β in textbooks, is `b`.

```lean
/-- The overlap matrix of the `n` Gaussians with exponents `a * b ^ i`. -/
def overlapMatrix (a b : ℝ) (n : ℕ) : Matrix (Fin n) (Fin n) ℝ :=
  Matrix.of fun i j => overlap (a * b ^ (i : ℕ)) (a * b ^ (j : ℕ))
```

This is the matrix S_ij of overlaps. `Fin n` supplies the indices 0, …, n−1.

```lean
/-- The number of steps `|i - j|` between two members of the sequence. -/
def separation (i j : ℕ) : ℕ := ((i : ℤ) - (j : ℤ)).natAbs
```

This is k = |i − j|.

```lean
/-- The closed formula for the overlap of two Gaussians `k` steps apart, for ratio `b > 0`. -/
def ladderOverlap (b : ℝ) (k : ℕ) : ℝ :=
  (2 * b ^ ((k : ℝ) / 2) / (1 + b ^ k)) ^ (3 / 2 : ℝ)
```

`ladderOverlap b k` names the expression (2b^(k/2)/(1 + b^k))^(3/2). The next two theorems show that it is the overlap.

```lean
/-- Two normalised concentric s-type Gaussians with positive exponents `α` and `β` have overlap
`(2 √(αβ) / (α + β)) ^ (3/2)`. -/
theorem overlap_eq {α β : ℝ} (hα : 0 < α) (hβ : 0 < β) :
    overlap α β = (2 * √(α * β) / (α + β)) ^ (3 / 2 : ℝ) := by
  have hπ := Real.pi_pos
  have hs : 0 < α + β := by positivity
  -- the product of two Gaussians is a Gaussian
  have hprod : ∀ r : Space, gaussian α r * gaussian β r =
      ((2 * α / π) ^ (3 / 4 : ℝ) * (2 * β / π) ^ (3 / 4 : ℝ)) *
        Real.exp (-(α + β) * ‖r‖ ^ 2) := by
    intro r
    have h : -(α + β) * ‖r‖ ^ 2 = -α * ‖r‖ ^ 2 + -β * ‖r‖ ^ 2 := by ring
    rw [h, Real.exp_add]
    unfold gaussian
    ring
  have hconst : (2 * α / π) ^ (3 / 4 : ℝ) * (2 * β / π) ^ (3 / 4 : ℝ) =
      (2 * √(α * β) / π) ^ (3 / 2 : ℝ) := by
    have hsq : 2 * α / π * (2 * β / π) = (2 * √(α * β) / π) ^ (2 : ℝ) := by
      rw [Real.rpow_two, div_pow, mul_pow, Real.sq_sqrt (by positivity)]
      ring
    rw [← Real.mul_rpow (by positivity) (by positivity), hsq,
      ← Real.rpow_mul (by positivity)]
    norm_num
  have hint : ∫ r : Space, Real.exp (-(α + β) * ‖r‖ ^ 2) = (π / (α + β)) ^ (3 / 2 : ℝ) := by
    rw [GaussianFourier.integral_rexp_neg_mul_sq_norm hs]
    simp
  unfold overlap
  simp_rw [hprod]
  rw [integral_const_mul, hint, hconst, ← Real.mul_rpow (by positivity) (by positivity)]
  congr 1
  field_simp
```

By hand, the exponents add and the prefactors combine:

g_α g_β = (2√(αβ)/π)^(3/2) exp(−(α+β)|r|²).

The remaining integral is (π/(α+β))^(3/2), so the overlap is (2√(αβ)/(α+β))^(3/2). For α = β it equals 1, which confirms the normalisation. In the proof, `hprod`, `hconst` and `hint` are these three steps.

```lean
/-- For `a > 0` and `b > 0` the overlap of members `i` and `j` is
`(2 b^(k/2) / (1 + b^k)) ^ (3/2)` with `k = |i - j|`. -/
theorem overlapMatrix_apply {a b : ℝ} (ha : 0 < a) (hb : 0 < b) {n : ℕ} (i j : Fin n) :
    overlapMatrix a b n i j = ladderOverlap b (separation i j) := by
  have key : ∀ i k : ℕ, overlap (a * b ^ i) (a * b ^ (i + k)) = ladderOverlap b k := by
    intro i k
    have ht : b ^ ((k : ℝ) / 2) * b ^ ((k : ℝ) / 2) = b ^ k := by
      rw [← Real.rpow_add hb, add_halves, Real.rpow_natCast]
    have hsq : a * b ^ i * (a * b ^ (i + k)) = (a * b ^ i * b ^ ((k : ℝ) / 2)) ^ 2 := by
      rw [pow_add, ← ht]
      ring
    have hne : a * b ^ i ≠ 0 := by positivity
    rw [overlap_eq (by positivity) (by positivity), hsq, Real.sqrt_sq (by positivity),
      show a * b ^ i + a * b ^ (i + k) = a * b ^ i * (1 + b ^ k) by ring,
      show 2 * (a * b ^ i * b ^ ((k : ℝ) / 2)) = a * b ^ i * (2 * b ^ ((k : ℝ) / 2)) by ring,
      mul_div_mul_left _ _ hne, ladderOverlap]
  change overlap (a * b ^ (i : ℕ)) (a * b ^ (j : ℕ)) = _
  rcases le_total (i : ℕ) (j : ℕ) with h | h
  · obtain ⟨k, hk⟩ := Nat.exists_eq_add_of_le h
    have hs : separation i j = k := by unfold separation; omega
    rw [hs, hk, key]
  · obtain ⟨k, hk⟩ := Nat.exists_eq_add_of_le h
    have hs : separation i j = k := by unfold separation; omega
    have hc : ∀ α β, overlap α β = overlap β α := fun α β => by
      simp only [overlap, mul_comm]
    rw [hs, hc, hk, key]
```

For j = i + k,

√(αβ) = a bⁱ b^(k/2), α + β = a bⁱ (1 + b^k).

The factor a bⁱ cancels, leaving the formula in k and b. This is `key`; the case j < i follows by symmetry.

## Bounding a row

```lean
/-- For `b ≥ 16` the overlap of Gaussians `k` steps apart is at most `2.9 / 8^k`. -/
theorem ladderOverlap_le {b : ℝ} (hb : 16 ≤ b) (k : ℕ) :
    ladderOverlap b k ≤ 29 / 10 * (1 / 8) ^ k := by
  have hb0 : 0 < b := by linarith
  have ht : b ^ ((k : ℝ) / 2) * b ^ ((k : ℝ) / 2) = b ^ k := by
    rw [← Real.rpow_add hb0, add_halves, Real.rpow_natCast]
  have ht0 : 0 < b ^ ((k : ℝ) / 2) := by positivity
  unfold ladderOverlap
  rw [← ht]
  generalize b ^ ((k : ℝ) / 2) = t at ht ht0 ⊢
  have h4 : (4 : ℝ) ^ k ≤ t := by
    have h16 : (4 : ℝ) ^ k * 4 ^ k ≤ t * t := by
      rw [ht, ← mul_pow]
      exact pow_le_pow_left₀ (by norm_num) (by linarith) k
    refine le_of_not_gt fun h => ?_
    have hp : 0 < (4 : ℝ) ^ k + t := by positivity
    nlinarith [mul_pos (sub_pos.2 h) hp]
  have hu : 1 ≤ (1 / 4 : ℝ) ^ k * t := by
    calc (1 : ℝ) = (1 / 4) ^ k * 4 ^ k := by rw [← mul_pow]; norm_num
      _ ≤ (1 / 4) ^ k * t := by gcongr
  have hu0 : 0 < (1 / 4 : ℝ) ^ k := by positivity
  have hx : 2 * t / (1 + t * t) ≤ 2 * (1 / 4) ^ k := by
    rw [div_le_iff₀ (by positivity)]
    nlinarith [mul_le_mul_of_nonneg_right hu ht0.le]
  have hx0 : 0 ≤ 2 * t / (1 + t * t) := by positivity
  generalize 2 * t / (1 + t * t) = x at hx hx0 ⊢
  -- compare squares, since the overlap is the square root of `x ^ 3`
  have hroot : x ^ (3 / 2 : ℝ) = √(x ^ 3) := by
    rw [Real.sqrt_eq_rpow, ← Real.rpow_natCast, ← Real.rpow_mul hx0]
    norm_num
  have h64 : ((1 / 4 : ℝ) ^ k) ^ 3 = ((1 / 8 : ℝ) ^ k) ^ 2 := by
    rw [← pow_mul, ← pow_mul, mul_comm k 3, mul_comm k 2, pow_mul, pow_mul]
    norm_num
  rw [hroot, Real.sqrt_le_iff]
  refine ⟨by positivity, (pow_le_pow_left₀ hx0 hx 3).trans ?_⟩
  rw [mul_pow, mul_pow, h64]
  nlinarith [sq_nonneg ((1 / 8 : ℝ) ^ k)]
```

Put t = b^(k/2). Since b ≥ 16, t ≥ 4^k, and

2t/(1+t²) ≤ 2/t ≤ 2/4^k.

Raising this to the power 3/2 gives 2^(3/2)/8^k ≤ 2.9/8^k. Lean compares squares instead, where the constants are 8 and 8.41.

```lean
/-- For `i < n` the sum of `8^(-|i - j|)` over `j = 0, …, n - 1` is at most `9/7`. -/
theorem sum_separation_le {i n : ℕ} (h : i < n) :
    ∑ j ∈ Finset.range n, (1 / 8 : ℝ) ^ separation i j ≤ 9 / 7 := by
  have left : ∀ i : ℕ, ∑ j ∈ Finset.range i, (1 / 8 : ℝ) ^ separation i j =
      (1 - (1 / 8) ^ i) / 7 := by
    intro i
    induction i with
    | zero => simp
    | succ i ih =>
      have h1 : ∀ j, separation (i + 1) (j + 1) = separation i j := fun j => by
        unfold separation; omega
      have h2 : separation (i + 1) 0 = i + 1 := by unfold separation; omega
      rw [Finset.sum_range_succ']
      simp only [h1, h2]
      rw [ih, pow_succ]
      ring
  have all : ∀ m : ℕ, ∑ j ∈ Finset.range (i + 1 + m), (1 / 8 : ℝ) ^ separation i j =
      (9 - (1 / 8) ^ i - (1 / 8) ^ m) / 7 := by
    intro m
    induction m with
    | zero =>
      have h0 : separation i i = 0 := by unfold separation; omega
      rw [add_zero, Finset.sum_range_succ, left, h0]
      ring
    | succ m ih =>
      have h1 : separation i (i + 1 + m) = m + 1 := by unfold separation; omega
      rw [← add_assoc, Finset.sum_range_succ, ih, h1, pow_succ]
      ring
  obtain ⟨m, rfl⟩ := Nat.exists_eq_add_of_le (Nat.succ_le_of_lt h)
  have hi : 0 < (1 / 8 : ℝ) ^ i := by positivity
  have hm : 0 < (1 / 8 : ℝ) ^ m := by positivity
  have := all m
  simp only [Nat.succ_eq_add_one] at *
  linarith
```

Member i has i neighbours below it and m = n − 1 − i above. Two geometric sums and the term for i itself give

(1 − 8^(−i))/7 + 1 + (1 − 8^(−m))/7 ≤ 9/7.

The inductions `left` and `all` compute these sums.

```lean
/-- A real symmetric matrix whose absolute row sums are at most `r` has a quadratic form of
size at most `r` times the squared length of the vector. -/
theorem abs_form_le {n : ℕ} (E : Matrix (Fin n) (Fin n) ℝ) (hE : ∀ i j, E i j = E j i)
    {r : ℝ} (hr : ∀ i, ∑ j, |E i j| ≤ r) (c : Fin n → ℝ) :
    |c ⬝ᵥ E *ᵥ c| ≤ r * (c ⬝ᵥ c) := by
  have hswap : ∑ i, ∑ j, |E j i| * c j ^ 2 / 2 = ∑ i, ∑ j, |E i j| * c i ^ 2 / 2 :=
    Finset.sum_comm
  calc |c ⬝ᵥ E *ᵥ c| = |∑ i, ∑ j, c i * (E i j * c j)| := by
        simp only [dotProduct, mulVec, Finset.mul_sum]
    _ ≤ ∑ i, ∑ j, |c i * (E i j * c j)| :=
        (Finset.abs_sum_le_sum_abs _ _).trans
          (Finset.sum_le_sum fun i _ => Finset.abs_sum_le_sum_abs _ _)
    _ ≤ ∑ i, ∑ j, (|E i j| * c i ^ 2 / 2 + |E j i| * c j ^ 2 / 2) := by
        refine Finset.sum_le_sum fun i _ => Finset.sum_le_sum fun j _ => ?_
        rw [abs_mul, abs_mul, hE j i, ← sq_abs (c i), ← sq_abs (c j)]
        nlinarith [mul_nonneg (abs_nonneg (E i j)) (sq_nonneg (|c i| - |c j|))]
    _ = ∑ i, (∑ j, |E i j|) * c i ^ 2 := by
        simp only [Finset.sum_add_distrib]
        rw [hswap, ← Finset.sum_add_distrib]
        refine Finset.sum_congr rfl fun i _ => ?_
        rw [← Finset.sum_add_distrib, Finset.sum_mul]
        exact Finset.sum_congr rfl fun j _ => by ring
    _ ≤ r * (c ⬝ᵥ c) := by
        rw [dotProduct, Finset.mul_sum]
        refine Finset.sum_le_sum fun i _ => ?_
        nlinarith [mul_le_mul_of_nonneg_right (hr i) (sq_nonneg (c i))]
```

`⬝ᵥ` is the dot product and `*ᵥ` applies a matrix to a vector. From (|c_i| − |c_j|)² ≥ 0,

|c_i E_ij c_j| ≤ |E_ij| (c_i² + c_j²)/2.

Summing over i and j, and using the symmetry of E, gives

|c·Ec| ≤ Σ_i (Σ_j |E_ij|) c_i² ≤ r c·c.

## Eigenvalues and orbital norms

```lean
/-- For `a > 0` and `b ≥ 16` the quadratic form of the overlap matrix differs from the squared
length of the coefficient vector by at most `5/6` of that squared length. -/
theorem overlap_form_bound {a b : ℝ} (ha : 0 < a) (hb : 16 ≤ b) {n : ℕ} (c : Fin n → ℝ) :
    |c ⬝ᵥ overlapMatrix a b n *ᵥ c - c ⬝ᵥ c| ≤ 5 / 6 * (c ⬝ᵥ c) := by
  have hb0 : 0 < b := by linarith
  have hsymm : ∀ i j, (overlapMatrix a b n - 1) i j = (overlapMatrix a b n - 1) j i := by
    intro i j
    by_cases h : i = j
    · rw [h]
    · have hs : separation i j = separation j i := by unfold separation; omega
      rw [Matrix.sub_apply, Matrix.sub_apply, overlapMatrix_apply ha hb0,
        overlapMatrix_apply ha hb0, hs, Matrix.one_apply_ne h, Matrix.one_apply_ne (Ne.symm h)]
  -- off the diagonal the overlaps decay geometrically, on it they equal one
  have hentry : ∀ i j, |(overlapMatrix a b n - 1) i j| ≤
      29 / 10 * ((1 / 8) ^ separation i j - (1 : Matrix (Fin n) (Fin n) ℝ) i j) := by
    intro i j
    rw [Matrix.sub_apply, overlapMatrix_apply ha hb0]
    by_cases h : i = j
    · subst h
      have hs : separation i i = 0 := by unfold separation; omega
      have h1 : ladderOverlap b 0 = 1 := by norm_num [ladderOverlap]
      rw [hs, h1, Matrix.one_apply_eq]
      norm_num
    · have h0 : 0 ≤ ladderOverlap b (separation i j) := by
        unfold ladderOverlap; positivity
      rw [Matrix.one_apply_ne h, sub_zero, sub_zero, abs_of_nonneg h0]
      exact ladderOverlap_le hb _
  have hrow : ∀ i, ∑ j, |(overlapMatrix a b n - 1) i j| ≤ 5 / 6 := by
    intro i
    refine (Finset.sum_le_sum fun j _ => hentry i j).trans ?_
    have h1 : ∑ j, (1 : Matrix (Fin n) (Fin n) ℝ) i j = 1 := by simp [Matrix.one_apply]
    have h2 := sum_separation_le i.isLt
    rw [← Finset.mul_sum, Finset.sum_sub_distrib, h1,
      Fin.sum_univ_eq_sum_range (fun j => (1 / 8 : ℝ) ^ separation i j) n]
    linarith
  have h := abs_form_le _ hsymm hrow c
  rwa [Matrix.sub_mulVec, Matrix.one_mulVec, dotProduct_sub] at h
```

Apply this to E = S − 1, whose diagonal vanishes. Each absolute row sum is at most

2.9 (9/7 − 1) = 5.8/7 < 5/6.

Here `hentry` bounds the entries and `hrow` the row sums.

```lean
/-- For `a > 0` and `b ≥ 16` every eigenvalue of the overlap matrix of the Gaussians with
exponents `a * b ^ i` lies between `1/6` and `11/6`, for any number `n` of functions. -/
theorem eigenvalue_bounds {a b : ℝ} (ha : 0 < a) (hb : 16 ≤ b) {n : ℕ} {μ : ℝ}
    {v : Fin n → ℝ} (hv : v ≠ 0) (h : overlapMatrix a b n *ᵥ v = μ • v) :
    1 / 6 ≤ μ ∧ μ ≤ 11 / 6 := by
  have hq : 0 < v ⬝ᵥ v :=
    lt_of_le_of_ne (Finset.sum_nonneg fun i _ => mul_self_nonneg (v i))
      (Ne.symm (mt dotProduct_self_eq_zero.1 hv))
  have hf := overlap_form_bound ha hb v
  rw [h, dotProduct_smul, smul_eq_mul, abs_le] at hf
  exact ⟨le_of_mul_le_mul_right (by linarith [hf.1]) hq,
    le_of_mul_le_mul_right (by linarith [hf.2]) hq⟩
```

An eigenvalue μ comes with a nonzero v satisfying Sv = μv. Then v·Sv = μ v·v, so |μ − 1| v·v ≤ (5/6) v·v. Dividing by v·v > 0 gives 1/6 ≤ μ ≤ 11/6.

Some restriction on the ratio is needed. For n = 2 and b = 2 the overlap is (2√2/3)^(3/2) ≈ 0.915, and the lower eigenvalue, about 0.085, is below 1/6. So b ≥ 2 would not suffice. Nor is 16 the smallest ratio that works: at b = 16 the exact overlaps give off-diagonal row sums below 0.75, which leaves room below 5/6 for a somewhat smaller ratio.

```lean
/-- For `a > 0` and `b ≥ 16` any eigenvalue of the overlap matrix is at most `11` times any
other, for any number `n` of functions. -/
theorem condition_number_le {a b : ℝ} (ha : 0 < a) (hb : 16 ≤ b) {n : ℕ} {μ ν : ℝ}
    {v w : Fin n → ℝ} (hv : v ≠ 0) (hw : w ≠ 0) (hμ : overlapMatrix a b n *ᵥ v = μ • v)
    (hν : overlapMatrix a b n *ᵥ w = ν • w) : μ ≤ 11 * ν := by
  linarith [(eigenvalue_bounds ha hb hv hμ).2, (eigenvalue_bounds ha hb hw hν).1]
```

For any two eigenvalues, μ ≤ 11/6 ≤ 11ν. The condition number, their largest ratio, is therefore at most 11.

```lean
/-- For `a > 0` and `b ≥ 16` an orbital expanded with real coefficients in the Gaussians with
exponents `a * b ^ i` has squared norm at least one sixth of the sum of its squared coefficients. -/
theorem orbital_norm_ge {a b : ℝ} (ha : 0 < a) (hb : 16 ≤ b) {n : ℕ} (c : Fin n → ℝ) :
    1 / 6 * ∑ i, c i ^ 2 ≤
      ∫ r : Space, (∑ i, c i * gaussian (a * b ^ (i : ℕ)) r) ^ 2 := by
  have hb0 : 0 < b := by linarith
  -- a nonzero overlap integral belongs to an integrable product
  have hint : ∀ i j : Fin n, Integrable (fun r : Space =>
      c i * c j * (gaussian (a * b ^ (i : ℕ)) r * gaussian (a * b ^ (j : ℕ)) r)) := by
    intro i j
    refine Integrable.const_mul ?_ _
    by_contra hn
    have h0 : overlap (a * b ^ (i : ℕ)) (a * b ^ (j : ℕ)) = 0 := integral_undef hn
    rw [overlap_eq (by positivity) (by positivity)] at h0
    exact absurd h0 (by positivity)
  have hexp : ∀ r : Space, (∑ i, c i * gaussian (a * b ^ (i : ℕ)) r) ^ 2 =
      ∑ i, ∑ j, c i * c j *
        (gaussian (a * b ^ (i : ℕ)) r * gaussian (a * b ^ (j : ℕ)) r) := by
    intro r
    rw [sq, Finset.sum_mul_sum]
    exact Finset.sum_congr rfl fun i _ => Finset.sum_congr rfl fun j _ => by ring
  have hnorm : ∫ r : Space, (∑ i, c i * gaussian (a * b ^ (i : ℕ)) r) ^ 2 =
      c ⬝ᵥ overlapMatrix a b n *ᵥ c := by
    simp_rw [hexp]
    rw [MeasureTheory.integral_finsetSum _ fun i _ => MeasureTheory.integrable_finsetSum _ fun j _ => hint i j]
    simp only [dotProduct, mulVec, Finset.mul_sum]
    refine Finset.sum_congr rfl fun i _ => ?_
    rw [MeasureTheory.integral_finsetSum _ fun j _ => hint i j]
    refine Finset.sum_congr rfl fun j _ => ?_
    rw [integral_const_mul]
    change c i * c j * overlap _ _ = c i * (overlap _ _ * c j)
    ring
  have hc : ∑ i, c i ^ 2 = c ⬝ᵥ c := Finset.sum_congr rfl fun i _ => sq (c i)
  rw [hnorm, hc]
  linarith [(abs_le.1 (overlap_form_bound ha hb c)).1]

end

end EvenTemperedGaussians
```

For an orbital ψ = Σ_i c_i g_i with real coefficients, where g_i has exponent a bⁱ, expanding the square gives

∫ψ² d³r = Σ_ij c_i c_j S_ij = c·Sc ≥ (1/6) Σ_i c_i².

Exchanging sum and integral requires integrable products. Lean assigns a non-integrable function the integral 0, so the positive overlaps supply this (`hint`).

In electronic-structure work this bounds the loss of conditioning for s functions on a single centre with widely spaced exponents; ratios in common use are much smaller than 16. The step to a molecule, with Gaussians on several nuclei, needs overlaps between different centres, which these hypotheses leave out.

```lean
#print axioms EvenTemperedGaussians.overlap_eq
#print axioms EvenTemperedGaussians.condition_number_le
#print axioms EvenTemperedGaussians.orbital_norm_ge
```

```
'EvenTemperedGaussians.overlap_eq' depends on axioms: [propext, Classical.choice, Quot.sound]
'EvenTemperedGaussians.condition_number_le' depends on axioms: [propext, Classical.choice, Quot.sound]
'EvenTemperedGaussians.orbital_norm_ge' depends on axioms: [propext, Classical.choice, Quot.sound]
```
